# Gaussian smearing of an inverse power in three dimensions is integrable exactly when the exponent is below three

## Two particles with zero mean separation

Let the separation \(x\) of two particles be Gaussian-distributed about zero, with variance \(s>0\) in each direction. The mean of \(\|x\|^{-p}\), with \(p\ge 0\), is then a radial integral:

\[
\langle \|x\|^{-p}\rangle=\frac{4\pi}{(2\pi s)^{3/2}}\int_0^\infty r^{2-p}\,e^{-r^2/(2s)}\,dr .
\]

The Gaussian takes care of large \(r\). Near \(r=0\) it is close to one, and the integrand behaves as \(r^{2-p}\). For \(p=1\) the mean is \(\sqrt{2/(\pi s)}\). For \(p=3\) the integrand behaves as \(1/r\) and the integral diverges logarithmically; for larger \(p\) it diverges as a power. The volume element supplies two powers of \(r\), and these compensate a singularity only if it is weaker than \(r^{-3}\).

## Pair potentials in self-consistent phonon theory

In a crystal the mean separation is a lattice separation \(R\), usually far from zero. Self-consistent phonon theory replaces the true vibrational state by a harmonic one, in which the displacement of one atom relative to another is Gaussian. The pair potential is averaged over this distribution, and its width contains both zero-point and thermal motion.

However narrow the Gaussian is, its density at \(x=0\) is positive. The singularity of the potential is therefore always sampled, with a weight that may be tiny but is not zero. A Coulomb potential survives this and a Lennard-Jones potential does not. In a self-consistent phonon calculation with an isotropic Gaussian pair density, the full Lennard-Jones potential thus has no finite average, and its core needs separate treatment.

A numerical average that omits separations below a cut-off \(a\) is still finite. For small \(a\), a direct estimate of its repulsive part gives

\[
\frac{e^{-\|R\|^2/(2s)}}{(2\pi s)^{3/2}}\;\frac{16\pi\,\varepsilon\,\sigma^{12}}{9\,a^{9}}
\]

as the leading growth, where \(\varepsilon\) and \(\sigma\) are the Lennard-Jones energy and length. If \(\sqrt s\ll\|R\|\), the exponential is so small that the result can look converged over a wide range of \(a\).

## The statement and its Lean form

Let \(w(x)=e^{-\|x-R\|^2/(2s)}\). For \(s>0\), \(p\ge0\) and every \(R\in\mathbb R^3\),

\[
\|x\|^{-p}\,w(x)\ \text{is integrable over}\ \mathbb R^3\iff p<3 .
\]

This is `gaussian_smearing_integrable_iff`. The final theorem, `coulomb_finite_lennardJones_ill_defined`, applies the result to the two potentials. For every \(R\) and every \(s>0\), the Coulomb potential times \(w\) is integrable, and the Lennard-Jones potential times \(w\) is not, provided \(\varepsilon\neq0\) and \(\sigma\neq0\).

The Lean objects correspond to the physics as follows.

- `Space` is \(\mathbb R^3\) with the Euclidean norm, and its points are pair separations.
- `gaussianWeight R s` is \(w\), without the factor \((2\pi s)^{-3/2}\). A positive constant factor has no effect on integrability.
- `s` is a variance and not a standard deviation. The letter `σ` is the Lennard-Jones length and has nothing to do with the Gaussian width.
- `coulomb q r` is \(q/r\), where `q` is the whole strength of the interaction, with the product of the charges included, and may have either sign.
- `lennardJones ε σ r` is \(4\varepsilon[(\sigma/r)^{12}-(\sigma/r)^6]\), without truncation.
- `Integrable` means that the absolute value has a finite Lebesgue integral. This is the sense of "well defined" here. The value given to a potential at \(x=0\) is immaterial, because a point has measure zero.

"Contact" in the comments means \(x=0\), not \(r=\sigma\).

Three theorems allow a more general weight \(g\). In `smearing_integrable_iff`, \(g\) is continuous, integrable and nonzero at contact. In `lt_three_of_integrable` and `not_integrable_lennardJones`, continuity and \(g(0)\ne0\) suffice.

The step from this model to a real crystal is the Gaussian form of the pair density. Strongly repelling atoms avoid each other, and their true pair density is suppressed at short distance. If a weight vanishes fast enough at contact, the Lennard-Jones average can be finite. The divergence belongs to the harmonic trial state combined with the bare potential.

## From a small ball to all of space

**The ball.** For \(\delta>0\), polar coordinates give

\[
\int_{\|x\|<\delta}\|x\|^{-p}\,d^3x=4\pi\int_0^\delta r^{2-p}\,dr .
\]

This is finite exactly when \(2-p>-1\), that is \(p<3\), and its value is then \(4\pi\delta^{3-p}/(3-p)\).

**Integrability forces \(p<3\).** Let \(g\) be continuous with \(g(0)\neq0\), and let \(\|x\|^{-p}g(x)\) be integrable. By continuity there is a \(\delta>0\) with \(|g(x)|>|g(0)|/2\) for \(\|x\|<\delta\). In this ball

\[
\|x\|^{-p}\le\frac{2}{|g(0)|}\,\|x\|^{-p}\,|g(x)| .
\]

The right-hand side is integrable, hence so is \(\|x\|^{-p}\) on the ball, and \(p<3\) follows.

**\(p<3\) suffices.** Let \(g\) also be integrable, and let \(0\le p<3\). On the closed unit ball \(|g|\) is bounded by some \(C\). Outside the open unit ball \(\|x\|^{-p}\le1\), because \(p\ge0\). Everywhere, therefore,

\[
\|x\|^{-p}|g(x)|\le C\,\|x\|^{-p}\,\mathbf 1_{\|x\|<1}+|g(x)| ,
\]

where \(\mathbf 1_{\|x\|<1}\) is one inside the unit ball and zero outside. Both terms on the right are integrable.

**The Gaussian.** The function \(w\) is continuous, its integral is \((2\pi s)^{3/2}\), and \(w(0)=e^{-\|R\|^2/(2s)}>0\). It therefore satisfies all the conditions on \(g\).

**The two potentials.** The Coulomb potential is \(q\) times the case \(p=1\). For Lennard-Jones, take out the strongest singularity: for \(x\ne0\),

\[
4\varepsilon\left[\frac{\sigma^{12}}{\|x\|^{12}}-\frac{\sigma^6}{\|x\|^6}\right]g(x)
=\|x\|^{-12}\,\underbrace{4\varepsilon\left(\sigma^{12}-\sigma^6\|x\|^6\right)g(x)}_{\tilde g(x)} .
\]

The new weight \(\tilde g\) is continuous, and \(\tilde g(0)=4\varepsilon\sigma^{12}g(0)\neq0\). If the product were integrable, the second step would give \(12<3\). The attractive term cannot cancel the divergence, since it contributes nothing to \(\tilde g(0)\).

## The Lean file

```lean
import Mathlib

open MeasureTheory Set Metric Topology

namespace GaussianSmearing

noncomputable section

/-- Three-dimensional space of pair separations. -/
abbrev Space := EuclideanSpace ℝ (Fin 3)

/-- The unnormalised Gaussian distribution of a pair separation about the lattice separation `R`,
with variance `s > 0` in each direction. -/
def gaussianWeight (R : Space) (s : ℝ) (x : Space) : ℝ :=
  Real.exp (-‖x - R‖ ^ 2 / (2 * s))

/-- The Coulomb pair potential of strength `q` at distance `r ≠ 0`. -/
def coulomb (q r : ℝ) : ℝ := q / r

/-- The Lennard-Jones pair potential with energy `ε` and length `σ` at distance `r ≠ 0`. -/
def lennardJones (ε σ r : ℝ) : ℝ := 4 * ε * ((σ / r) ^ 12 - (σ / r) ^ 6)

/-- An inverse power `‖x‖ ^ (-p)` is integrable over a ball of positive radius about the origin
of three-dimensional space exactly when `p < 3`. -/
theorem integrableOn_ball_rpow_iff {p δ : ℝ} (hδ : 0 < δ) :
    IntegrableOn (fun x : Space => ‖x‖ ^ (-p)) (ball 0 δ) ↔ p < 3 := by
  -- write the restriction to the ball as a radial function
  have hball : (ball (0 : Space) δ).indicator (fun x : Space => ‖x‖ ^ (-p)) =
      fun x : Space => (Iio δ).indicator (fun r : ℝ => r ^ (-p)) ‖x‖ := by
    funext x
    simp [Set.indicator]
  rw [← integrable_indicator_iff measurableSet_ball, hball]
  -- polar coordinates supply the factor `r ^ 2`
  refine (integrable_fun_norm_addHaar (μ := (volume : Measure Space))
    (f := (Iio δ).indicator (fun r : ℝ => r ^ (-p)))).trans ?_
  have hrad : (Ioi (0 : ℝ)).indicator (fun y : ℝ => y ^ (Module.finrank ℝ Space - 1) •
      (Iio δ).indicator (fun r : ℝ => r ^ (-p)) y) =
      (Ioo 0 δ).indicator (fun y : ℝ => y ^ (2 - p)) := by
    funext y
    by_cases h0 : 0 < y
    · have e : y ^ (2 - p) = y ^ 2 * y ^ (-p) := by
        rw [sub_eq_add_neg, Real.rpow_add h0, Real.rpow_two]
      by_cases h1 : y < δ
      · simp [Set.indicator, h0, h1, e]
      · simp [Set.indicator, h1]
    · simp [Set.indicator, h0]
  rw [← integrable_indicator_iff measurableSet_Ioi, hrad,
    integrable_indicator_iff measurableSet_Ioo, intervalIntegral.integrableOn_Ioo_rpow_iff hδ]
  constructor <;> intro h <;> linarith

/-- If an inverse power `‖x‖ ^ (-p)` has an integrable product with a continuous weight that does
not vanish at contact, then `p < 3`. -/
theorem lt_three_of_integrable {p : ℝ} {g : Space → ℝ} (hg : Continuous g) (h0 : g 0 ≠ 0)
    (h : Integrable (fun x : Space => ‖x‖ ^ (-p) * g x)) : p < 3 := by
  have hpos : 0 < |g 0| := abs_pos.mpr h0
  -- near contact the weight keeps at least half its size
  have hev : ∀ᶠ x in 𝓝 (0 : Space), |g 0| / 2 < |g x| :=
    (hg.abs.tendsto 0).eventually (lt_mem_nhds (half_lt_self hpos))
  obtain ⟨δ, hδ, hlow⟩ := Metric.eventually_nhds_iff_ball.mp hev
  have hm : Measurable (fun x : Space => ‖x‖ ^ (-p)) := measurable_norm.pow_const _
  have key : ∀ x ∈ ball (0 : Space) δ,
      ‖‖x‖ ^ (-p)‖ ≤ 2 / |g 0| * ‖‖x‖ ^ (-p) * g x‖ := by
    intro x hx
    have hr : 0 ≤ ‖x‖ ^ (-p) := Real.rpow_nonneg (norm_nonneg x) _
    have h1 : 1 ≤ 2 / |g 0| * |g x| := by
      rw [div_mul_eq_mul_div, le_div_iff₀ hpos]
      linarith [hlow x hx]
    rw [norm_mul, Real.norm_of_nonneg hr, Real.norm_eq_abs]
    nlinarith [mul_le_mul_of_nonneg_left h1 hr]
  rw [← integrableOn_ball_rpow_iff (p := p) hδ]
  exact Integrable.mono' (h.norm.const_mul (2 / |g 0|)).integrableOn hm.aestronglyMeasurable
    ((ae_restrict_iff' measurableSet_ball).mpr (ae_of_all _ key))

/-- For `0 ≤ p` and a continuous, integrable weight that does not vanish at contact, the product of
the inverse power `‖x‖ ^ (-p)` and the weight is integrable exactly when `p < 3`. -/
theorem smearing_integrable_iff {p : ℝ} (hp : 0 ≤ p) {g : Space → ℝ} (hg : Continuous g)
    (hgi : Integrable g) (h0 : g 0 ≠ 0) :
    Integrable (fun x : Space => ‖x‖ ^ (-p) * g x) ↔ p < 3 := by
  refine ⟨lt_three_of_integrable hg h0, fun h3 => ?_⟩
  obtain ⟨C, hC⟩ := (isCompact_closedBall (0 : Space) 1).exists_bound_of_continuousOn
    hg.continuousOn
  have hm : Measurable (fun x : Space => ‖x‖ ^ (-p)) := measurable_norm.pow_const _
  -- the singular part inside the unit ball plus the weight itself dominates the product
  have hdom : Integrable (fun x : Space =>
      (ball (0 : Space) 1).indicator (fun x : Space => ‖x‖ ^ (-p)) x * C + ‖g x‖) :=
    (((integrable_indicator_iff measurableSet_ball).mpr
      ((integrableOn_ball_rpow_iff one_pos).mpr h3)).mul_const C).add hgi.norm
  refine hdom.mono' (hm.aestronglyMeasurable.mul hg.aestronglyMeasurable)
    (ae_of_all _ fun x => ?_)
  have hr : 0 ≤ ‖x‖ ^ (-p) := Real.rpow_nonneg (norm_nonneg x) _
  rw [norm_mul, Real.norm_of_nonneg hr]
  by_cases hx : x ∈ ball (0 : Space) 1
  · rw [Set.indicator_of_mem hx]
    have := mul_le_mul_of_nonneg_left (hC x (ball_subset_closedBall hx)) hr
    linarith [norm_nonneg (g x)]
  · rw [Set.indicator_of_notMem hx]
    have h1 : 1 ≤ ‖x‖ := by simpa using hx
    have ha : ‖x‖ ^ (-p) ≤ 1 :=
      Real.rpow_le_one_of_one_le_of_nonpos h1 (by linarith)
    have := mul_le_mul_of_nonneg_right ha (norm_nonneg (g x))
    linarith

/-- The Gaussian weight is continuous in the pair separation. -/
theorem continuous_gaussianWeight (R : Space) (s : ℝ) : Continuous (gaussianWeight R s) := by
  show Continuous fun x : Space => Real.exp (-‖x - R‖ ^ 2 / (2 * s))
  fun_prop

/-- The Gaussian weight of positive variance is integrable over space. -/
theorem integrable_gaussianWeight (R : Space) {s : ℝ} (hs : 0 < s) :
    Integrable (gaussianWeight R s) := by
  have h0 : Integrable (fun x : Space => Real.exp (-(1 / (2 * s)) * ‖x‖ ^ 2)) := by
    refine (integrable_fun_norm_addHaar (μ := (volume : Measure Space))
      (f := fun r : ℝ => Real.exp (-(1 / (2 * s)) * r ^ 2))).mpr ?_
    have h := integrableOn_rpow_mul_exp_neg_mul_sq (b := 1 / (2 * s)) (by positivity)
      (s := 2) (by norm_num)
    refine h.congr_fun (fun y _ => ?_) measurableSet_Ioi
    simp
  -- shift the centre to the lattice separation
  refine (h0.comp_sub_right R).congr (ae_of_all _ fun x => ?_)
  simp only [gaussianWeight]
  congr 1
  ring

/-- For `0 ≤ p` and positive variance, the Gaussian smearing of the inverse power `‖x‖ ^ (-p)`
about any lattice separation is well defined exactly when `p < 3`. -/
theorem gaussian_smearing_integrable_iff (R : Space) {s p : ℝ} (hs : 0 < s) (hp : 0 ≤ p) :
    Integrable (fun x : Space => ‖x‖ ^ (-p) * gaussianWeight R s x) ↔ p < 3 :=
  smearing_integrable_iff hp (continuous_gaussianWeight R s) (integrable_gaussianWeight R hs)
    (Real.exp_ne_zero _)

/-- The Lennard-Jones potential with nonzero `ε` and `σ` has no integrable product with a
continuous weight that does not vanish at contact. -/
theorem not_integrable_lennardJones {ε σ : ℝ} (hε : ε ≠ 0) (hσ : σ ≠ 0) {g : Space → ℝ}
    (hg : Continuous g) (h0 : g 0 ≠ 0) :
    ¬ Integrable (fun x : Space => lennardJones ε σ ‖x‖ * g x) := by
  intro h
  -- factor out the twelfth inverse power; the remaining weight is continuous
  have h12 : (12 : ℝ) < 3 := by
    refine lt_three_of_integrable
      (g := fun x : Space => 4 * ε * (σ ^ 12 - σ ^ 6 * ‖x‖ ^ 6) * g x)
      (by fun_prop) (by simp [hε, hσ, h0]) (h.congr (ae_of_all _ fun x => ?_))
    have hr : ‖x‖ ^ (-12 : ℝ) = (‖x‖ ^ 12)⁻¹ := by
      rw [Real.rpow_neg (norm_nonneg x)]
      congr 1
      exact_mod_cast Real.rpow_natCast ‖x‖ 12
    simp only [lennardJones]
    rw [hr]
    by_cases hx : x = 0
    · simp [hx]
    · have hn : ‖x‖ ≠ 0 := norm_ne_zero_iff.mpr hx
      have h6 : (‖x‖ ^ 6)⁻¹ = ‖x‖ ^ 6 * (‖x‖ ^ 12)⁻¹ := by field_simp
      rw [div_pow, div_pow, div_eq_mul_inv, div_eq_mul_inv, h6]
      ring
  norm_num at h12

/-- For every positive variance and every lattice separation, the Gaussian smearing of a Coulomb
potential is well defined, and that of a Lennard-Jones potential with nonzero `ε` and `σ` is not. -/
theorem coulomb_finite_lennardJones_ill_defined (R : Space) {s ε σ : ℝ} (q : ℝ) (hs : 0 < s)
    (hε : ε ≠ 0) (hσ : σ ≠ 0) :
    Integrable (fun x : Space => coulomb q ‖x‖ * gaussianWeight R s x) ∧
      ¬ Integrable (fun x : Space => lennardJones ε σ ‖x‖ * gaussianWeight R s x) := by
  refine ⟨?_, not_integrable_lennardJones hε hσ (continuous_gaussianWeight R s)
    (Real.exp_ne_zero _)⟩
  -- Coulomb is the case `p = 1`
  have h := ((gaussian_smearing_integrable_iff R hs zero_le_one).mpr (by norm_num)).const_mul q
  refine h.congr (ae_of_all _ fun x => ?_)
  simp only [coulomb, Real.rpow_neg_one, div_eq_mul_inv]
  ring

end

end GaussianSmearing
```

```lean
#print axioms GaussianSmearing.gaussian_smearing_integrable_iff
-- 'GaussianSmearing.gaussian_smearing_integrable_iff' depends on axioms: [propext, Classical.choice, Quot.sound]
#print axioms GaussianSmearing.coulomb_finite_lennardJones_ill_defined
-- 'GaussianSmearing.coulomb_finite_lennardJones_ill_defined' depends on axioms: [propext, Classical.choice, Quot.sound]
```

## How the lemmas carry the derivation

`integrableOn_ball_rpow_iff` is the ball computation. The integral over the ball is written as an integral over all space of a function cut off at \(\delta\), and polar coordinates turn this into a radial integral. The equality `hrad` combines \(r^2\) and \(r^{-p}\) into \(r^{2-p}\) on \((0,\delta)\). Mathlib's criterion for powers on an interval then gives \(-1<2-p\), and `linarith` converts this to \(p<3\).

`lt_three_of_integrable` is the second step. The statement `hlow` is the lower bound \(|g(0)|/2<|g(x)|\) on the ball, and `key` is the displayed inequality that follows from it. `Integrable.mono'` is the comparison principle: a measurable function bounded by an integrable one is integrable. The lemma does not ask for \(g\) to be integrable, so it can later be applied to \(\tilde g\) without any check of its behaviour at large distance.

`smearing_integrable_iff` adds the converse. The bound \(C\) comes from compactness of the closed unit ball, and `hdom` says that the dominating function is integrable. The case distinction on `hx` treats the inside and the outside of the ball. The hypothesis `hp` is used only outside.

`integrable_gaussianWeight` first treats a Gaussian centred at zero, where the radial integrand is \(r^2e^{-r^2/(2s)}\), and then moves the centre to \(R\). Together with continuity and the positivity of the exponential, this yields `gaussian_smearing_integrable_iff`.

In `not_integrable_lennardJones` the function passed as `g` is \(\tilde g\). The longer part of the proof verifies the factorisation, and `norm_num` rejects \(12<3\). The final theorem joins this result to the Coulomb case.

## Polar coordinates as an equivalence

The Mathlib lemma `integrable_fun_norm_addHaar` does the decisive work. For a radial function \(f(\|x\|)\) on a space of dimension \(d\ge1\), it says that integrability over the space is equivalent to integrability of \(r^{d-1}f(r)\) on \((0,\infty)\). In the file \(d-1\) appears as `Module.finrank ℝ Space - 1`, which evaluates to 2.

Since it is an equivalence, one use gives both convergence for \(p<3\) and divergence for \(p\ge3\). An equation between the values of the two real-valued integrals would not by itself settle whether either function is integrable, because Mathlib assigns the value 0 to the integral of a non-integrable function. The lemma accepts only functions of \(\|x\|\), and for this reason `hball` first rewrites the restriction to the ball as a cut-off in the radius. The Gaussian proof uses the same lemma in one direction, before the shift to \(R\) destroys the radial symmetry.

## A covariance matrix in place of one variance

The smearing could also have been modelled as a Gaussian probability measure with a \(3\times3\) covariance matrix, which would describe anisotropic vibrations. If the matrix is positive definite, the density is continuous, integrable and positive at contact, and the threshold remains \(p<3\).

A singular matrix changes the answer. If the relative motion is confined to a plane through \(x=0\), with a nondegenerate Gaussian in that plane, the area element supplies only one power of \(r\) and the condition becomes \(p<2\). If the plane misses \(x=0\), the average is finite for every \(p\ge0\). A statement for general covariance would have to distinguish these cases, whereas a single variance \(s>0\) excludes the singular ones.
